# The steady carrier number of a single-mode laser rises towards a clamping value in the linear-gain rate equations

A laser pumped at any rate $P>0$ has exactly one steady state with positive carrier number $n$ and positive photon number $s$, if it obeys the single-mode rate equations with linear gain, which in a steady state read

$$P=\frac n\tau+g(n-n_0)s,\qquad \frac s{\tau_p}=g(n-n_0)s+\frac{bn}\tau .$$

Here $\tau$ and $\tau_p$ are the carrier and photon lifetimes, $g$ is the gain coefficient, $n_0$ is the carrier number at transparency, and $b$ is the fraction of spontaneous emission that enters the lasing mode, with $0<b\le1$. The steady $n$ stays below $N=n_0+1/(g\tau_p)$, increases strictly with $P$, and tends to $N$ as $P\to\infty$.

## The laser and its rate equations

```lean
import Mathlib

open Filter Topology Set

namespace LaserClamping

noncomputable section

/-- Parameters of a single-mode laser: carrier lifetime `tau`, photon lifetime `tauP`,
gain coefficient `g`, transparency carrier number `n0`, and the fraction `b` of spontaneous
emission that enters the lasing mode. -/
structure Laser where
  tau : ℝ
  tauP : ℝ
  g : ℝ
  n0 : ℝ
  b : ℝ
  tau_pos : 0 < tau
  tauP_pos : 0 < tauP
  g_pos : 0 < g
  n0_nonneg : 0 ≤ n0
  b_pos : 0 < b
  b_le_one : b ≤ 1
```

A `structure` bundles data with conditions on them. An object `L : Laser` consists of five real numbers and proofs of their sign conditions, so every theorem about `L` may use, for example, `L.g_pos`, which says $g>0$. At $n_0$ stimulated emission balances absorption; below it the mode is absorbed. The numbers carry no units, so any consistent system will do.

```lean
/-- Net rate of change of the carrier number: pumping minus spontaneous recombination minus
net stimulated emission. -/
def Laser.carrierRate (L : Laser) (P n s : ℝ) : ℝ :=
  P - n / L.tau - L.g * (n - L.n0) * s
```

This is $dn/dt=P-n/\tau-g(n-n_0)s$. The gain is linear in $n$ and does not saturate with $s$, and the only recombination besides stimulated emission is spontaneous emission, at the rate $n/\tau$.

```lean
/-- Net rate of change of the photon number: net stimulated emission plus spontaneous emission
into the mode minus cavity loss. -/
def Laser.photonRate (L : Laser) (n s : ℝ) : ℝ :=
  L.g * (n - L.n0) * s + L.b * n / L.tau - s / L.tauP
```

This is $ds/dt=g(n-n_0)s+bn/\tau-s/\tau_p$.

```lean
/-- A steady state at pump rate `P`: positive carrier and photon numbers at which both
rates of change vanish. -/
def Laser.IsSteady (L : Laser) (P n s : ℝ) : Prop :=
  0 < n ∧ 0 < s ∧ L.carrierRate P n s = 0 ∧ L.photonRate n s = 0
```

A `Prop` is a statement. This one says that $n>0$, $s>0$ and both rates vanish, which gives the two equations at the top. It does not say whether the state is stable, and fluctuations are absent from the model.

```lean
/-- The clamping carrier number `n0 + 1 / (g tauP)`. -/
def Laser.clamp (L : Laser) : ℝ := L.n0 + 1 / (L.g * L.tauP)
```

This is $N$, called `L.clamp` in the code.

```lean
/-- The threshold pump rate `(1 - b) N / tau`, where `N` is the clamping carrier number. -/
def Laser.thresholdPump (L : Laser) : ℝ := (1 - L.b) * L.clamp / L.tau
```

The threshold pump rate is $P_{\rm th}=(1-b)N/\tau$, the rate at which carriers at $N$ emit spontaneously outside the mode. Since $b>0$, the photon number has no sharp onset there: $P_{\rm th}$ is where the straight line that it approaches at strong pumping, extended back, reaches zero. For small $b$ it is close to $N/\tau$, the threshold of the model without spontaneous emission into the mode.

## Two relations that hold in every steady state

```lean
variable {L : Laser} {P n s P' n' s' : ℝ}

/-- At the clamping carrier number the gain equals the cavity loss rate. -/
theorem gain_at_clamp (L : Laser) : L.g * (L.clamp - L.n0) = 1 / L.tauP := by
  have hg := L.g_pos.ne'
  have hp := L.tauP_pos.ne'
  rw [Laser.clamp, add_sub_cancel_left]
  field_simp
```

The `variable` line lets later theorems speak of an arbitrary laser and arbitrary real numbers. The theorem says $g(N-n_0)=1/\tau_p$: at $N$, gain equals cavity loss. By hand, $N-n_0=1/(g\tau_p)$, and multiplying by $g$ gives the claim. In Lean, `rw` inserts the definition and cancels $n_0$, and `field_simp` clears the denominators.

```lean
/-- In a steady state the deficit of gain below cavity loss, times the photon number, equals
the spontaneous emission into the mode. -/
theorem gain_deficit (h : L.IsSteady P n s) :
    L.g * (L.clamp - n) * s = L.b * n / L.tau := by
  obtain ⟨-, -, -, hp⟩ := h
  unfold Laser.photonRate at hp
  linear_combination s * gain_at_clamp L - hp
```

The hypothesis `h` says that $(n,s)$ is a steady state at $P$. Writing $1/\tau_p$ as $g(N-n_0)$ in the photon equation gives

$$\frac{bn}\tau=g(N-n_0)s-g(n-n_0)s=g(N-n)s .$$

The tactic `linear_combination` is told which multiples of known equations to add, and checks that the result is the goal.

```lean
/-- In every steady state the carrier number lies below the clamping value. -/
theorem carrier_lt_clamp (h : L.IsSteady P n s) : n < L.clamp := by
  have hpos : 0 < L.b * n / L.tau := div_pos (mul_pos L.b_pos h.1) L.tau_pos
  rw [← gain_deficit h] at hpos
  by_contra hc
  have := mul_nonneg (mul_pos L.g_pos h.2.1).le (sub_nonneg.2 (not_lt.1 hc))
  nlinarith
```

The left side of $bn/\tau=g(N-n)s$ is positive, and so are $g$ and $s$. Hence $N-n>0$. Lean argues by contradiction: if $n\ge N$, the right side could not be positive.

Positive $b$ matters here. With $b=0$, a steady state with $s>0$ would have $n=N$ exactly.

```lean
/-- In a steady state the photons leaving the cavity account for the pump rate minus the
spontaneous emission outside the mode. -/
theorem photon_balance (h : L.IsSteady P n s) :
    s / L.tauP = P - (1 - L.b) * n / L.tau := by
  obtain ⟨-, -, hc, hp⟩ := h
  unfold Laser.carrierRate at hc
  unfold Laser.photonRate at hp
  linear_combination -hc - hp
```

Adding the two rate equations cancels stimulated emission and leaves

$$\frac s{\tau_p}=P-\frac{(1-b)n}\tau .$$

Every pumped carrier ends either as a photon in the mode or as a recombination event outside it.

## More pump, more carriers

```lean
/-- Of two steady states of the same laser, the one with the larger carrier number is the one
with the larger pump rate. -/
theorem carrier_lt_iff (h : L.IsSteady P n s) (h' : L.IsSteady P' n' s') :
    n < n' ↔ P < P' := by
  have key : ∀ {P n s P' n' s' : ℝ}, L.IsSteady P n s → L.IsSteady P' n' s' →
      n < n' → P < P' := by
    intro P n s P' n' s' h h' hn
    have hN := carrier_lt_clamp h'
    -- more carriers need more photons
    have hs : s < s' := by
      by_contra hc
      have e1 : L.g * (L.clamp - n') * s' ≤ L.g * (L.clamp - n) * s :=
        mul_le_mul (mul_le_mul_of_nonneg_left (by linarith) L.g_pos.le) (not_lt.1 hc)
          h'.2.1.le (mul_nonneg L.g_pos.le (by linarith))
      rw [gain_deficit h, gain_deficit h'] at e1
      have e2 : 0 < L.b * (n' - n) / L.tau :=
        div_pos (mul_pos L.b_pos (sub_pos.2 hn)) L.tau_pos
      have e3 : L.b * (n' - n) / L.tau = L.b * n' / L.tau - L.b * n / L.tau := by ring
      linarith
    -- and both together need a stronger pump
    have e4 : 0 ≤ (1 - L.b) * (n' - n) / L.tau :=
      div_nonneg (mul_nonneg (sub_nonneg.2 L.b_le_one) (sub_pos.2 hn).le) L.tau_pos.le
    have e5 : (1 - L.b) * (n' - n) / L.tau
        = (1 - L.b) * n' / L.tau - (1 - L.b) * n / L.tau := by ring
    have e6 := div_lt_div_of_pos_right hs L.tauP_pos
    linarith [photon_balance h, photon_balance h']
  refine ⟨key h h', fun hP => ?_⟩
  by_contra hc
  rcases (not_lt.1 hc).lt_or_eq with hlt | heq
  · exact lt_asymm hP (key h' h hlt)
  · subst heq
    have hne : L.g * (L.clamp - n') ≠ 0 :=
      (mul_pos L.g_pos (sub_pos.2 (carrier_lt_clamp h))).ne'
    have hs : s = s' := mul_left_cancel₀ hne ((gain_deficit h).trans (gain_deficit h').symm)
    subst hs
    linarith [photon_balance h, photon_balance h']
```

Take steady states $(n,s)$ at $P$ and $(n',s')$ at $P'$. The theorem says that $n<n'$ exactly when $P<P'$.

Suppose $n<n'$. If $s'\le s$, then $0<N-n'<N-n$ would give

$$\frac{bn'}\tau=g(N-n')s'\le g(N-n)s=\frac{bn}\tau,$$

which contradicts $n<n'$. So $s<s'$. In $P=s/\tau_p+(1-b)n/\tau$ the first term is then larger for the primed state and the second is no smaller, because $b\le1$. Hence $P<P'$. This is the step named `key`, stated for any two steady states so that their roles can be exchanged.

Conversely, let $P<P'$. If $n'<n$, `key` gives $P'<P$, a contradiction. If $n=n'$, dividing $g(N-n)s=g(N-n)s'$ by the positive factor $g(N-n)$ gives $s=s'$, and then the balance gives $P=P'$, again a contradiction.

## A steady state at every positive pump rate

```lean
/-- Every positive pump rate admits a steady state. -/
theorem exists_steady (L : Laser) (hP : 0 < P) : ∃ n s, L.IsSteady P n s := by
  have hN : 0 < L.clamp :=
    add_pos_of_nonneg_of_pos L.n0_nonneg (one_div_pos.2 (mul_pos L.g_pos L.tauP_pos))
  -- the gain deficit relation with the photon number eliminated
  let f : ℝ → ℝ := fun x =>
    L.g * (L.clamp - x) * (L.tauP * (P - (1 - L.b) * x / L.tau)) - L.b * x / L.tau
  have hf : Continuous f := by
    dsimp only [f]
    fun_prop
  have h0 : 0 < f 0 := by
    have e : f 0 = L.g * L.clamp * (L.tauP * P) := by
      dsimp only [f]
      ring
    rw [e]
    exact mul_pos (mul_pos L.g_pos hN) (mul_pos L.tauP_pos hP)
  have h1 : f L.clamp < 0 := by
    have e : f L.clamp = -(L.b * L.clamp / L.tau) := by
      dsimp only [f]
      ring
    rw [e]
    exact neg_neg_of_pos (div_pos (mul_pos L.b_pos hN) L.tau_pos)
  obtain ⟨x, ⟨hx0, hxN⟩, hx⟩ := intermediate_value_Ioo' hN.le hf.continuousOn ⟨h1, h0⟩
  dsimp only [f] at hx
  obtain ⟨y, hy⟩ : ∃ y, y = L.tauP * (P - (1 - L.b) * x / L.tau) := ⟨_, rfl⟩
  rw [← hy] at hx
  have hbal : y / L.tauP = P - (1 - L.b) * x / L.tau := by
    rw [hy, mul_div_cancel_left₀ _ L.tauP_pos.ne']
  have hypos : 0 < y := by
    have e : 0 < L.b * x / L.tau := div_pos (mul_pos L.b_pos hx0) L.tau_pos
    have e' : 0 < L.g * (L.clamp - x) * y := by linarith
    exact pos_of_mul_pos_right e' (mul_pos L.g_pos (sub_pos.2 hxN)).le
  have hph : L.photonRate x y = 0 := by
    unfold Laser.photonRate
    linear_combination y * gain_at_clamp L - hx
  refine ⟨x, y, hx0, hypos, ?_, hph⟩
  unfold Laser.photonRate at hph
  unfold Laser.carrierRate
  linear_combination -hbal - hph
```

Eliminating $s$ leaves one equation, $f(x)=0$, for the carrier number:

$$f(x)=g(N-x)\,\tau_p\Bigl(P-\frac{(1-b)x}\tau\Bigr)-\frac{bx}\tau .$$

At the ends, $f(0)=gN\tau_pP>0$ and $f(N)=-bN/\tau<0$. Since $f$ is continuous, the intermediate value theorem, `intermediate_value_Ioo'`, gives a zero $x$ with $0<x<N$.

Set $y=\tau_p(P-(1-b)x/\tau)$. Then $f(x)=0$ reads $g(N-x)y=bx/\tau>0$, so $y>0$. With $g(N-n_0)=1/\tau_p$ this is the photon equation, and combining it with the definition of $y$ gives the carrier equation.

## How closely the carriers are clamped

```lean
/-- Above the threshold pump rate, the distance of the steady carrier number from its clamping
value is bounded by a constant over the excess pump rate. -/
theorem clamp_sub_lt (h : L.IsSteady P n s) (hP : L.thresholdPump < P) :
    L.clamp - n < L.b * L.clamp / (L.g * L.tau * L.tauP * (P - L.thresholdPump)) := by
  have hN := sub_pos.2 (carrier_lt_clamp h)
  have hc := mul_pos L.g_pos L.tau_pos
  rw [lt_div_iff₀ (mul_pos (mul_pos hc L.tauP_pos) (sub_pos.2 hP))]
  -- the photon number is at least its threshold-line value
  have hs : L.tauP * (P - L.thresholdPump) ≤ s := by
    have e1 : 0 ≤ (1 - L.b) * (L.clamp - n) / L.tau :=
      div_nonneg (mul_nonneg (sub_nonneg.2 L.b_le_one) hN.le) L.tau_pos.le
    have e2 : (1 - L.b) * (L.clamp - n) / L.tau
        = L.thresholdPump - (1 - L.b) * n / L.tau := by
      unfold Laser.thresholdPump
      ring
    have e3 : P - L.thresholdPump ≤ s / L.tauP := by linarith [photon_balance h]
    rw [le_div_iff₀ L.tauP_pos] at e3
    linarith
  have hgap : L.g * (L.clamp - n) * s * L.tau = L.b * n := by
    rw [gain_deficit h, div_mul_cancel₀ _ L.tau_pos.ne']
  calc (L.clamp - n) * (L.g * L.tau * L.tauP * (P - L.thresholdPump))
      = (L.clamp - n) * (L.g * L.tau) * (L.tauP * (P - L.thresholdPump)) := by ring
    _ ≤ (L.clamp - n) * (L.g * L.tau) * s :=
        mul_le_mul_of_nonneg_left hs (mul_pos hN hc).le
    _ = L.b * n := by rw [← hgap]; ring
    _ < L.b * L.clamp := mul_lt_mul_of_pos_left (carrier_lt_clamp h) L.b_pos
```

For $P>P_{\rm th}$ the theorem states

$$N-n<\frac{bN}{g\tau\tau_p(P-P_{\rm th})}.$$

Since $n<N$ and $b\le1$, the photon balance gives $s\ge\tau_p(P-P_{\rm th})$. Therefore

$$(N-n)\,g\tau\tau_p(P-P_{\rm th})\le(N-n)\,g\tau s=bn<bN,$$

and division by the positive factor finishes the argument. The `calc` block is this chain, line by line.

```lean
/-- Along steady states at all positive pump rates, the carrier number tends to the clamping
value as the pump rate tends to infinity. -/
theorem carrier_tendsto {n s : ℝ → ℝ} (h : ∀ P, 0 < P → L.IsSteady P (n P) (s P)) :
    Tendsto n atTop (𝓝 L.clamp) := by
  have h0 : Tendsto (fun P : ℝ => P - L.thresholdPump) atTop atTop := by
    refine tendsto_atTop.2 fun B => ?_
    filter_upwards [eventually_ge_atTop (B + L.thresholdPump)] with P hP
    linarith
  have h1 := h0.const_mul_atTop (mul_pos (mul_pos L.g_pos L.tau_pos) L.tauP_pos)
  have h2 : Tendsto (fun P : ℝ => L.clamp -
      L.b * L.clamp / (L.g * L.tau * L.tauP * (P - L.thresholdPump))) atTop (𝓝 L.clamp) := by
    simpa only [sub_zero] using
      (tendsto_const_nhds (x := L.clamp)).sub
        ((tendsto_const_nhds (x := L.b * L.clamp)).div_atTop h1)
  refine tendsto_of_tendsto_of_tendsto_of_le_of_le' h2 tendsto_const_nhds ?_ ?_
  · filter_upwards [eventually_gt_atTop 0, eventually_gt_atTop L.thresholdPump] with P hP hT
    linarith [clamp_sub_lt (h P hP) hT]
  · filter_upwards [eventually_gt_atTop 0] with P hP
    exact (carrier_lt_clamp (h P hP)).le
```

Now `n` and `s` are functions of the pump rate that give a steady state at each $P>0$. The expression `Tendsto n atTop (𝓝 L.clamp)` is Lean's form of $n(P)\to N$ as $P\to\infty$. For large $P$,

$$N-\frac{bN}{g\tau\tau_p(P-P_{\rm th})}<n(P)<N,$$

and the lower bound tends to $N$, so $n(P)$ is squeezed. The tactic `filter_upwards` restricts attention to pump rates large enough for the bounds to apply.

```lean
/-- Carrier clamping: each positive pump rate has exactly one steady state, whose carrier number
lies below the clamping value, increases strictly with the pump rate, and tends to the clamping
value as the pump rate tends to infinity. -/
theorem carrier_clamping (L : Laser) : ∃ n s : ℝ → ℝ,
    (∀ P, 0 < P → ∀ x y, L.IsSteady P x y ↔ x = n P ∧ y = s P) ∧
    (∀ P, 0 < P → n P < L.clamp) ∧
    StrictMonoOn n (Ioi 0) ∧
    Tendsto n atTop (𝓝 L.clamp) := by
  have ex : ∀ P : ℝ, 0 < P → ∃ n s, L.IsSteady P n s := fun P hP => exists_steady L hP
  choose! n s h using ex
  refine ⟨n, s, fun P hP x y => ⟨fun hxy => ?_, ?_⟩, fun P hP => carrier_lt_clamp (h P hP),
    fun P hP Q hQ hPQ => (carrier_lt_iff (h P hP) (h Q hQ)).2 hPQ, carrier_tendsto h⟩
  · -- equal pump rates exclude different carrier numbers
    have hx : x = n P := le_antisymm
      (not_lt.1 fun hc => lt_irrefl P ((carrier_lt_iff (h P hP) hxy).1 hc))
      (not_lt.1 fun hc => lt_irrefl P ((carrier_lt_iff hxy (h P hP)).1 hc))
    refine ⟨hx, ?_⟩
    have e := photon_balance hxy
    rw [hx, ← photon_balance (h P hP)] at e
    exact (div_left_inj' L.tauP_pos.ne').1 e
  · rintro ⟨rfl, rfl⟩
    exact h P hP
```

This is the result stated at the start. There are functions $n(P)$ and $s(P)$ such that, for $P>0$, a pair $(x,y)$ is a steady state if and only if $x=n(P)$ and $y=s(P)$. `StrictMonoOn n (Ioi 0)` says that $n$ increases strictly on $P>0$. The values of the functions at $P\le0$ carry no physical meaning.

The tactic `choose!` turns "for each $P$ there is a steady state" into functions. For uniqueness, two steady states at the same $P$ cannot have different carrier numbers, since that would require $P<P$. The photon balance then makes their photon numbers equal.

```lean
/-- Light-current characteristic: along steady states at all positive pump rates, the photon
number approaches the line `tauP (P - Pth)`, with `Pth` the threshold pump rate, as `P` tends
to infinity. -/
theorem light_current_line {n s : ℝ → ℝ} (h : ∀ P, 0 < P → L.IsSteady P (n P) (s P)) :
    Tendsto (fun P => s P - L.tauP * (P - L.thresholdPump)) atTop (𝓝 0) := by
  have h1 : Tendsto (fun P => L.tauP * (1 - L.b) / L.tau * (L.clamp - n P)) atTop (𝓝 0) := by
    simpa only [sub_self, mul_zero] using
      ((tendsto_const_nhds (x := L.clamp)).sub (carrier_tendsto h)).const_mul
        (L.tauP * (1 - L.b) / L.tau)
  refine h1.congr' ?_
  filter_upwards [eventually_gt_atTop 0] with P hP
  have e := photon_balance (h P hP)
  rw [div_eq_iff L.tauP_pos.ne'] at e
  rw [e, Laser.thresholdPump]
  ring

end

end LaserClamping
```

The light-current characteristic, here the photon number as a function of the pump rate, approaches a straight line. Inserting $P_{\rm th}$ into the photon balance gives

$$s(P)-\tau_p(P-P_{\rm th})=\frac{\tau_p(1-b)}\tau\,\bigl(N-n(P)\bigr),$$

and the right side tends to zero because $n(P)\to N$. Lean first proves the limit of the right side, then uses `congr'` to transfer it to the left side, which is equal to it for $P>0$.

```lean
#print axioms LaserClamping.carrier_clamping
#print axioms LaserClamping.light_current_line
```

```
'LaserClamping.carrier_clamping' depends on axioms: [propext, Classical.choice, Quot.sound]
'LaserClamping.light_current_line' depends on axioms: [propext, Classical.choice, Quot.sound]
```

## A laser with simple numbers

Take $\tau=\tau_p=g=n_0=1$ and $b=\tfrac12$, a far larger $b$ than in an ordinary laser diode but convenient for arithmetic. Then $N=2$ and $P_{\rm th}=1$. At $P=\tfrac94$ the equation $f(x)=0$ becomes

$$(2-x)\Bigl(\frac94-\frac x2\Bigr)=\frac x2,\qquad\text{or}\qquad 2x^2-15x+18=0,$$

with roots $x=\tfrac32$ and $x=6$. The first gives $s=\tfrac94-\tfrac34=\tfrac32$. The second gives $s=-\tfrac34$ and is excluded by the condition $s>0$.

The carrier equation holds, since $\tfrac32+\tfrac12\cdot\tfrac32=\tfrac94$, and so does the photon equation, since $\tfrac12\cdot\tfrac32+\tfrac34=\tfrac32$. The distance to clamping is $N-n=\tfrac12$, within the bound $1/(\tfrac94-1)=\tfrac45$. The photon number exceeds the line value $\tfrac54$ by $\tfrac14$, which equals $\tfrac12(N-n)$.

In a device simulation that uses this single-mode, linear-gain model, the interval from $0$ to $N$ is a safe bracket for a root finder: it contains the physical root of $f$ and excludes the spurious one, which for $b<1$ lies above $N$.
